# With a positive definite elastic stiffness, linear buckling starts at the smallest positive eigenvalue of \(Cx=\mu Gx\)

A linear buckling analysis assembles two matrices, passes them to a generalized eigensolver, and reports the smallest positive eigenvalue as the load factor at which the structure becomes unstable. That last step equates an eigenvalue with a limit of stability.

Let \(C\) be the elastic stiffness, a real symmetric positive definite matrix, and let \(G\) be the real symmetric geometric stiffness produced by a reference load. At load factor \(t\ge 0\) the stiffness is \(C-tG\). Write \(q_A(x)=x^TAx\) for a matrix \(A\) and a displacement \(x\). If \(q_G(x)>0\) for some \(x\), meaning that the load softens at least one displacement, then

\[
C-tG \text{ is positive definite}\iff t<t_c,\qquad
t_c=\min_{q_G(x)>0}\frac{q_C(x)}{q_G(x)},
\]

and \(t_c\) is the smallest positive \(\mu\) for which \(Cx=\mu Gx\) has a nonzero solution.

Many codes write \(K\) for \(C\) and \(K+\lambda K_G\) for the loaded stiffness, so that \(G=-K_G\). The letter \(C\) here is the assembled matrix, not the tensor of elastic constants.

## Choosing the eigenvalue and reading trial quotients

The eigensolver has to return the smallest *positive* eigenvalue, which need not be the one nearest zero. Any trial displacement with \(q_G(x)>0\) gives an upper bound on \(t_c\), so projecting these same two matrices onto a reduced basis can overestimate the critical load but never underestimate it. If a coarser model also changes \(G\), that guarantee is lost.

For a crystal that is dynamically stable at zero stress, \(C\) can be the harmonic force-constant matrix of a finite supercell with rigid translations removed, and \(-G\) its change per unit of stress. Within that linear model, \(t_c\) is the stress at which the first vibrational mode of the supercell goes soft. Modes that do not fit in the supercell, and strains of the cell itself, are not covered and may become unstable earlier.

Take

\[
C=\begin{pmatrix}4&-1\\-1&4\end{pmatrix},\qquad
G=\begin{pmatrix}-1&2\\2&-1\end{pmatrix}.
\]

Both matrices have the eigenvectors \((1,1)\) and \((1,-1)\), with eigenvalues \(3,5\) for \(C\) and \(1,-3\) for \(G\). The generalized eigenvalues are therefore \(3\) and \(-5/3\), and \(C-tG\) has eigenvalues \(3-t\) and \(5+3t\). Hence \(t_c=3\), although a search around zero finds \(-5/3\) first.

## From the quotient to the buckling mode

**The minimum is attained.** For \(x\ne0\) put \(R(x)=q_G(x)/q_C(x)\). The denominator is positive, so \(R\) is continuous, and it does not change when \(x\) is rescaled. On the compact unit sphere it has a maximiser \(m\), which therefore maximises \(R\) over all nonzero \(x\). Some \(z\) has \(q_G(z)>0\), so \(R(m)\ge R(z)>0\) and \(q_G(m)>0\). If \(q_G(x)>0\), then \(0<R(x)\le R(m)\), and taking reciprocals gives

\[
\frac{q_C(x)}{q_G(x)}\ge\frac{q_C(m)}{q_G(m)}=t_c>0 .
\]

**A bound for every displacement.** We have \(t_c\,q_G(x)\le q_C(x)\) for all \(x\). Where \(q_G(x)>0\) this is the minimum property; elsewhere the left side is at most zero and the right side at least zero.

**Stability.** Use \(q_{C-tG}(x)=q_C(x)-t\,q_G(x)\). If \(C-tG\) is positive definite, evaluating at \(m\) gives \(t<q_C(m)/q_G(m)=t_c\). Conversely, let \(0\le t<t_c\) and \(x\ne0\). If \(q_G(x)\le0\), then \(q_C(x)-t\,q_G(x)\ge q_C(x)>0\). If \(q_G(x)>0\), then \(t\,q_G(x)<t_c\,q_G(x)\le q_C(x)\).

**The eigenvalue equation.** Let \(A=C-t_cG\) and let \(x\) be a minimiser. Then \(q_A\ge0\) everywhere and \(q_A(x)=0\). Set \(f=Ax\), \(a=f^Tf\) and \(b=q_A(f)\ge0\). Since \(A\) is symmetric,

\[
0\le q_A\big((b+1)x-af\big)=-2(b+1)a^2+a^2b=-(b+2)a^2 ,
\]

so \(a=0\), \(f=0\) and \(Cx=t_cGx\).

**No smaller positive eigenvalue.** If \(Cx=\mu Gx\) with \(\mu>0\) and \(x\ne0\), then \(\mu\,q_G(x)=q_C(x)>0\), so \(q_G(x)>0\). The bound gives \(t_c\,q_G(x)\le\mu\,q_G(x)\), hence \(t_c\le\mu\).

**Reversed load.** If \(q_G(x)<0\) for some \(x\), the same argument with \(-G\) gives a limit for negative \(t\). In the example the stable range is \(-5/3<t<3\).

## The Lean file

```lean
import Mathlib

open Matrix

namespace LinearBuckling

noncomputable section

variable {n : Type*} [Fintype n] {A C G : Matrix n n ℝ} {x : n → ℝ}

/-- The quadratic form `xᵀ A x` of a matrix `A` at the displacement `x`. When `A` is the elastic
stiffness, it is twice the elastic energy. -/
def quad (A : Matrix n n ℝ) (x : n → ℝ) : ℝ := x ⬝ᵥ (A *ᵥ x)

/-- The quotients `xᵀ C x / xᵀ G x`, taken over the displacements with `xᵀ G x > 0`. -/
def loadQuotients (C G : Matrix n n ℝ) : Set ℝ :=
  {r | ∃ x, 0 < quad G x ∧ r = quad C x / quad G x}

/-- The critical load: the infimum of `xᵀ C x / xᵀ G x` over displacements with `xᵀ G x > 0`,
meant for positive definite `C` and for `G` that admit such a displacement. -/
def criticalLoad (C G : Matrix n n ℝ) : ℝ := sInf (loadQuotients C G)

lemma ne_zero_of_quad_pos (hx : 0 < quad A x) : x ≠ 0 := by
  rintro rfl
  simp [quad] at hx

lemma quad_pos (hC : C.PosDef) (hx : x ≠ 0) : 0 < quad C x := by
  have h := hC.dotProduct_mulVec_pos hx
  rw [star_trivial] at h
  exact h

lemma posDef_iff_quad_pos (hA : A.IsSymm) : A.PosDef ↔ ∀ x, x ≠ 0 → 0 < quad A x := by
  constructor
  · intro h x hx
    exact quad_pos h hx
  · intro h
    refine Matrix.posDef_iff_dotProduct_mulVec.mpr
      ⟨Matrix.IsHermitian.ext fun i j => by simpa using hA.apply i j, fun x hx => ?_⟩
    rw [star_trivial]
    exact h x hx

omit [Fintype n] in
lemma isSymm_loaded (hC : C.PosDef) (hGs : G.IsSymm) (t : ℝ) : (C - t • G).IsSymm := by
  have hCs : C.IsSymm := Matrix.IsSymm.ext fun i j => by simpa using hC.isHermitian.apply i j
  exact hCs.sub (hGs.smul t)

lemma quad_loaded (C G : Matrix n n ℝ) (t : ℝ) (x : n → ℝ) :
    quad (C - t • G) x = quad C x - t * quad G x := by
  simp only [quad, Matrix.sub_mulVec, Matrix.smul_mulVec, dotProduct_sub, dotProduct_smul,
    smul_eq_mul]

lemma quad_smul (A : Matrix n n ℝ) (c : ℝ) (x : n → ℝ) :
    quad A (c • x) = c ^ 2 * quad A x := by
  simp only [quad, Matrix.mulVec_smul, dotProduct_smul, smul_dotProduct, smul_eq_mul]
  ring

/-- For positive definite `C`, and `G` with `xᵀ G x > 0` for some `x`, the critical load is an
attained minimum of the quotients. -/
theorem criticalLoad_isLeast (hC : C.PosDef) (hG : ∃ x, 0 < quad G x) :
    IsLeast (loadQuotients C G) (criticalLoad C G) := by
  obtain ⟨z, hz⟩ := hG
  have hz0 := ne_zero_of_quad_pos hz
  have hcont : ∀ A : Matrix n n ℝ, Continuous (quad A) := by
    intro A
    change Continuous fun x : n → ℝ => ∑ i, x i * ∑ j, A i j * x j
    fun_prop
  have hunit : ∀ x : n → ℝ, x ≠ 0 → ‖x‖⁻¹ • x ∈ Metric.sphere (0 : n → ℝ) 1 := by
    intro x hx
    rw [mem_sphere_zero_iff_norm, norm_smul, norm_inv, norm_norm,
      inv_mul_cancel₀ (norm_ne_zero_iff.mpr hx)]
  have hsphere : ∀ x ∈ Metric.sphere (0 : n → ℝ) 1, x ≠ 0 := by
    rintro x hx rfl
    simp at hx
  -- the inverse quotient does not change under scaling
  have hq : ∀ x : n → ℝ, x ≠ 0 →
      quad G (‖x‖⁻¹ • x) / quad C (‖x‖⁻¹ • x) = quad G x / quad C x := by
    intro x hx
    rw [quad_smul, quad_smul,
      mul_div_mul_left _ _ (pow_ne_zero 2 (inv_ne_zero (norm_ne_zero_iff.mpr hx)))]
  -- it has a maximiser on the compact unit sphere
  have hcq : ContinuousOn (fun x => quad G x / quad C x) (Metric.sphere (0 : n → ℝ) 1) :=
    ContinuousOn.div (hcont G).continuousOn (hcont C).continuousOn
      fun x hx => (quad_pos hC (hsphere x hx)).ne'
  obtain ⟨m, hm, hmax⟩ :=
    (isCompact_sphere (0 : n → ℝ) 1).exists_isMaxOn ⟨_, hunit z hz0⟩ hcq
  have hle : ∀ x : n → ℝ, x ≠ 0 → quad G x / quad C x ≤ quad G m / quad C m :=
    fun x hx => (hq x hx).symm.le.trans (isMaxOn_iff.mp hmax _ (hunit x hx))
  have hCm := quad_pos hC (hsphere m hm)
  have hGm : 0 < quad G m := by
    have h := mul_pos ((div_pos hz (quad_pos hC hz0)).trans_le (hle z hz0)) hCm
    rwa [div_mul_cancel₀ _ hCm.ne'] at h
  have hleast : IsLeast (loadQuotients C G) (quad C m / quad G m) := by
    refine ⟨⟨m, hGm, rfl⟩, ?_⟩
    rintro r ⟨x, hx, rfl⟩
    have hx0 := ne_zero_of_quad_pos hx
    have h := hle x hx0
    rw [div_le_div_iff₀ (quad_pos hC hx0) hCm] at h
    rw [div_le_div_iff₀ hGm hx]
    linarith
  rw [criticalLoad, hleast.csInf_eq]
  exact hleast

lemma criticalLoad_pos (hC : C.PosDef) (hG : ∃ x, 0 < quad G x) : 0 < criticalLoad C G := by
  obtain ⟨⟨x, hx, h⟩, _⟩ := criticalLoad_isLeast hC hG
  rw [h]
  exact div_pos (quad_pos hC (ne_zero_of_quad_pos hx)) hx

lemma criticalLoad_mul_le (hC : C.PosDef) (hG : ∃ x, 0 < quad G x) (x : n → ℝ) :
    criticalLoad C G * quad G x ≤ quad C x := by
  rcases eq_or_ne x 0 with rfl | hx
  · simp [quad]
  rcases le_or_gt (quad G x) 0 with hg | hg
  · have h := mul_nonneg (criticalLoad_pos hC hG).le (neg_nonneg.mpr hg)
    linarith [quad_pos hC hx]
  · exact (le_div_iff₀ hg).mp ((criticalLoad_isLeast hC hG).2 ⟨x, hg, rfl⟩)

/-- Buckling criterion: let `C` be positive definite and `G` symmetric with `xᵀ G x > 0` for
some `x`. Then the critical load is the attained minimum of `xᵀ C x / xᵀ G x` over such `x`, and
for `t ≥ 0` the stiffness `C - t G` is positive definite exactly when `t` is below it. -/
theorem buckling_criterion (hC : C.PosDef) (hGs : G.IsSymm) (hG : ∃ x, 0 < quad G x) :
    IsLeast (loadQuotients C G) (criticalLoad C G) ∧
      ∀ t : ℝ, 0 ≤ t → ((C - t • G).PosDef ↔ t < criticalLoad C G) := by
  refine ⟨criticalLoad_isLeast hC hG, fun t ht => ?_⟩
  rw [posDef_iff_quad_pos (isSymm_loaded hC hGs t)]
  constructor
  · -- test stability on the minimiser
    intro h
    obtain ⟨⟨x, hx, hq⟩, _⟩ := criticalLoad_isLeast hC hG
    have h1 := h x (ne_zero_of_quad_pos hx)
    rw [quad_loaded] at h1
    rw [hq, lt_div_iff₀ hx]
    linarith
  · intro h x hx
    rw [quad_loaded]
    rcases le_or_gt (quad G x) 0 with hg | hg
    · have h1 := mul_nonneg ht (neg_nonneg.mpr hg)
      linarith [quad_pos hC hx]
    · have h1 := mul_lt_mul_of_pos_right h hg
      linarith [criticalLoad_mul_le hC hG x]

/-- If a symmetric stiffness has no negative energies, a displacement of zero energy
feels no restoring force. -/
theorem force_eq_zero (hA : A.IsSymm) (h0 : ∀ y, 0 ≤ quad A y) (hx : quad A x = 0) :
    A *ᵥ x = 0 := by
  have hexp : ∀ (r s : ℝ) (y : n → ℝ), quad A (r • x + s • y) =
      r ^ 2 * quad A x + 2 * r * s * (y ⬝ᵥ (A *ᵥ x)) + s ^ 2 * quad A y := by
    intro r s y
    have hsym : x ⬝ᵥ (A *ᵥ y) = y ⬝ᵥ (A *ᵥ x) := by
      rw [Matrix.dotProduct_mulVec, ← Matrix.mulVec_transpose, hA.eq, dotProduct_comm]
    simp only [quad, Matrix.mulVec_add, Matrix.mulVec_smul, dotProduct_add, add_dotProduct,
      dotProduct_smul, smul_dotProduct, smul_eq_mul, hsym]
    ring
  -- if `A x ≠ 0`, a step from a multiple of `x` along `-A x` would make the form negative
  have hb := h0 (A *ᵥ x)
  have h := h0 ((quad A (A *ᵥ x) + 1) • x + (-((A *ᵥ x) ⬝ᵥ (A *ᵥ x))) • (A *ᵥ x))
  rw [hexp, hx] at h
  have hsq : ((A *ᵥ x) ⬝ᵥ (A *ᵥ x)) ^ 2 ≤ 0 := by
    nlinarith [mul_nonneg (sq_nonneg ((A *ᵥ x) ⬝ᵥ (A *ᵥ x))) hb]
  exact dotProduct_self_eq_zero.mp
    ((pow_eq_zero_iff two_ne_zero).mp (le_antisymm hsq (sq_nonneg _)))

/-- For positive definite `C` and symmetric `G`, every displacement with `xᵀ G x > 0` whose
quotient equals the critical load `tc` solves the buckling equation `C x = tc G x`. -/
theorem buckling_mode (hC : C.PosDef) (hGs : G.IsSymm) (hx : 0 < quad G x)
    (hq : criticalLoad C G = quad C x / quad G x) :
    C *ᵥ x = criticalLoad C G • (G *ᵥ x) := by
  have h := force_eq_zero (x := x) (isSymm_loaded hC hGs (criticalLoad C G))
    (fun y => by
      rw [quad_loaded]
      linarith [criticalLoad_mul_le hC ⟨x, hx⟩ y])
    (by rw [quad_loaded, hq, div_mul_cancel₀ _ hx.ne', sub_self])
  rw [Matrix.sub_mulVec, Matrix.smul_mulVec] at h
  exact sub_eq_zero.mp h

/-- For positive definite `C` and symmetric `G` with `xᵀ G x > 0` for some `x`, the critical load
is the smallest positive eigenvalue `μ` of the generalized problem `C x = μ G x`. -/
theorem criticalLoad_isLeast_eigenvalue (hC : C.PosDef) (hGs : G.IsSymm)
    (hG : ∃ x, 0 < quad G x) :
    IsLeast {μ : ℝ | 0 < μ ∧ ∃ x : n → ℝ, x ≠ 0 ∧ C *ᵥ x = μ • (G *ᵥ x)}
      (criticalLoad C G) := by
  constructor
  · obtain ⟨⟨x, hx, hq⟩, _⟩ := criticalLoad_isLeast hC hG
    exact ⟨criticalLoad_pos hC hG, x, ne_zero_of_quad_pos hx, buckling_mode hC hGs hx hq⟩
  · rintro μ ⟨hμ, x, hx, h⟩
    have he : quad C x = μ * quad G x := by
      simp only [quad, h, dotProduct_smul, smul_eq_mul]
    have hCx := quad_pos hC hx
    have hle := criticalLoad_mul_le hC hG x
    rw [he] at hCx hle
    exact le_of_mul_le_mul_right hle ((mul_pos_iff_of_pos_left hμ).mp hCx)

/-- For positive definite `C` and symmetric `G`, the stiffness `C - t G` stays positive definite
at every load `t ≥ 0` exactly when `xᵀ G x ≤ 0` for all displacements. -/
theorem never_buckles_iff (hC : C.PosDef) (hGs : G.IsSymm) :
    (∀ t : ℝ, 0 ≤ t → (C - t • G).PosDef) ↔ ∀ x, quad G x ≤ 0 := by
  constructor
  · intro h x
    by_contra hx
    have hG : ∃ x, 0 < quad G x := ⟨x, not_le.mp hx⟩
    have hp := (criticalLoad_pos hC hG).le
    exact lt_irrefl _ (((buckling_criterion hC hGs hG).2 _ hp).mp (h _ hp))
  · intro h t ht
    rw [posDef_iff_quad_pos (isSymm_loaded hC hGs t)]
    intro x hx
    rw [quad_loaded]
    have h1 := mul_nonneg ht (neg_nonneg.mpr (h x))
    linarith [quad_pos hC hx]

end

end LinearBuckling
```

```lean
#print axioms LinearBuckling.criticalLoad_isLeast_eigenvalue
#print axioms LinearBuckling.never_buckles_iff
```

```
'LinearBuckling.criticalLoad_isLeast_eigenvalue' depends on axioms: [propext, Classical.choice, Quot.sound]
'LinearBuckling.never_buckles_iff' depends on axioms: [propext, Classical.choice, Quot.sound]
```

## What is proved about the matrices, and what is left to the mechanics

Displacements are functions `n → ℝ` on any finite index type `n`, one entry per degree of freedom. `quad A x` is \(q_A(x)\); for \(A=C\) it is twice the elastic energy. `C.PosDef` includes the symmetry of \(C\), while `G.IsSymm` states that of \(G\). `criticalLoad` is defined as an infimum, and `IsLeast` says that it belongs to the set of quotients and bounds it from below.

`buckling_criterion` contains the minimum and the stability equivalence. `buckling_mode` shows that every minimiser solves the buckling equation, and `criticalLoad_isLeast_eigenvalue` identifies the number that the eigensolver should return. `never_buckles_iff` treats the remaining case: stability at every \(t\ge0\) is equivalent to \(q_G(x)\le0\) for all \(x\). In that case Lean's `criticalLoad` is 0, the infimum of an empty set, and must not be read as a buckling load.

The proof of `criticalLoad_isLeast` is the compactness argument, with `exists_isMaxOn` supplying \(m\). The norm on `n → ℝ` is the maximum norm, so the "sphere" is the surface of a cube; scale invariance makes the choice immaterial. `criticalLoad_mul_le` is the bound for every displacement, and `buckling_criterion` splits on the sign of `quad G x` as above. `force_eq_zero` carries out the step along \(-f\), with `nlinarith` extracting \(a^2\le0\).

Positive definiteness of \(C\) stands for an unloaded structure that is stable and supported against rigid motions. The form \(C-tG\) is itself a modelling assumption: the stiffness changes linearly with load, which neglects deformation before buckling. Imperfections and yielding are also left out, and they can make a real structure fail below \(t_c\). The theorems concern real matrices, so rounding and eigensolver convergence need their own checks.
